# Naphthalene's Hückel level $-(\sqrt5-1)/2$ is non-degenerate, with squared coefficients $(5\pm\sqrt5)/40$ and bridgehead nodes

Take a chain of four carbons, as in butadiene, and give its atoms the coefficients $(1,x,x,1)$. In the Hückel model, the coefficients on an atom's neighbours must add up to $x$ times its own. At an end atom this reads $x=x\cdot1$, and at an inner atom $1+x=x\cdot x$. The vector is therefore an orbital at level $x$ whenever $x^2=x+1$.

Naphthalene is two such chains joined through two bonded bridgehead atoms. Put $(1,x,x,1)$ on one chain, its negative on the other, and zero on the bridgeheads. Each bridgehead then sees $+1$ and $-1$, which cancel, so the chain orbital survives in the molecule. At the root $x=-(\sqrt5-1)/2\approx-0.618$, every normalised orbital has the squared coefficients

| Sites | $c_i^2$ | Value |
|---|---|---|
| four alpha (chain ends) | $(5+\sqrt5)/40$ | 0.1809 |
| four beta (inner chain atoms) | $(5-\sqrt5)/40$ | 0.0691 |
| two bridgeheads | $0$ | 0 |

## Checking a Hückel code for the radical anion

The orbital energy is $E=\varepsilon+tx$, where $\varepsilon$ is the energy of an electron in a carbon $2p$ orbital and $t<0$ couples bonded neighbours. Levels come in pairs $\pm x$, and none lies strictly between $\pm(\sqrt5-1)/2$, so five of the ten are positive and hold the ten π electrons of the neutral molecule. The eleventh electron, in the radical anion, enters $-(\sqrt5-1)/2$.

In this non-interacting model, a code that takes proton hyperfine couplings proportional to $c_i^2$ at the attached carbon should give an alpha-to-beta ratio of $(3+\sqrt5)/2\approx2.618$. Because the level is non-degenerate, the squares don't depend on the eigensolver's choice of basis. They can't reveal a swap of the two frontier orbitals, whose squares agree; the sign of $x$ can.

## Elimination along the two chains

Number the atoms 0 to 9 round the perimeter, with bridgeheads 4 and 9. Let $x^2=x+1$. Starting from atom 0, the site equations give

$$c_1=xc_0-c_9,\quad c_2=xc_0-xc_9,\quad c_3=c_0-xc_9,\quad c_4=-c_9.$$

The other chain, read from atom 8, gives $c_7=xc_8-c_9$, $c_6=xc_8-xc_9$ and $c_5=c_8-xc_9$. The bridgehead equations are

$$c_3+c_5+c_9=xc_4,\qquad c_8+c_0+c_4=xc_9.$$

After substitution they become $c_0+c_8=(x-1)c_9$ and $c_0+c_8=(x+1)c_9$. Subtracting gives $c_9=0$, hence $c_4=0$ and $c_8=-c_0$. Every solution is thus

$$c=c_0\,(1,x,x,1,0,-1,-x,-x,-1,0).$$

Its squared norm is $4(1+x^2)c_0^2$. At $x=-(\sqrt5-1)/2$ we have $x^2=(3-\sqrt5)/2$, so normalisation gives

$$c_0^2=\frac1{10-2\sqrt5}=\frac{5+\sqrt5}{40},\qquad x^2c_0^2=\frac{5-\sqrt5}{40}.$$

**Pairing.** Every bond joins an even-numbered atom to an odd-numbered one. Changing the sign on one of these classes reverses each neighbour sum relative to the atom's own coefficient, so level $x$ becomes $-x$ with the same squares. This covers $+(\sqrt5-1)/2$, the level that loses an electron in the radical cation.

**The gap.** Let $g=(\sqrt5-1)/2$, so $g^2+g=1$, and suppose $|x|<g$. Elimination for general $x$, with $D=(x^2-x-1)(x^2+x-1)$, gives

$$Dc_0=Dc_8=c_4+(x^3-2x)c_9,\qquad Dc_3=Dc_5=c_9+(x^3-2x)c_4.$$

Adding and subtracting the bridgehead equations, multiplying by $D$ and factorising yields

$$(x^2+x-1)(x-1)(x^2-x-3)(c_4+c_9)=0,$$
$$(x^2-x-1)(x+1)(x^2+x-3)(c_9-c_4)=0.$$

Since $x^2\pm x<1$ and $|x|<1$, no polynomial factor vanishes. Hence $c_4=c_9=0$, then $c_0=c_3=c_5=c_8=0$, and the site equations remove the rest. No nonzero orbital exists there.

**The other root.** The same elimination applies at $x=(1+\sqrt5)/2$. That level is also non-degenerate with bridgehead nodes, but the alpha and beta values are interchanged.

## The Lean file

```lean
import Mathlib

open Matrix

namespace NaphthaleneRadical

noncomputable section

/-- Adjacency matrix of the naphthalene carbon skeleton. The atoms are numbered round the
perimeter, C1 to C4, C4a, C5 to C8, C8a, and the cross bond joins C4a (4) and C8a (9). -/
def adjacency : Matrix (Fin 10) (Fin 10) ℝ :=
  !![0, 1, 0, 0, 0, 0, 0, 0, 0, 1;
     1, 0, 1, 0, 0, 0, 0, 0, 0, 0;
     0, 1, 0, 1, 0, 0, 0, 0, 0, 0;
     0, 0, 1, 0, 1, 0, 0, 0, 0, 0;
     0, 0, 0, 1, 0, 1, 0, 0, 0, 1;
     0, 0, 0, 0, 1, 0, 1, 0, 0, 0;
     0, 0, 0, 0, 0, 1, 0, 1, 0, 0;
     0, 0, 0, 0, 0, 0, 1, 0, 1, 0;
     0, 0, 0, 0, 0, 0, 0, 1, 0, 1;
     1, 0, 0, 0, 1, 0, 0, 0, 1, 0]

/-- The four alpha positions C1, C4, C5, C8. -/
def alphaSites : Finset (Fin 10) := {0, 3, 5, 8}

/-- The four beta positions C2, C3, C6, C7. -/
def betaSites : Finset (Fin 10) := {1, 2, 6, 7}

/-- The two bridgehead positions C4a and C8a. -/
def bridgeheads : Finset (Fin 10) := {4, 9}

/-- The vector with coefficients `1, x, x, 1` along one four-carbon chain, their negatives along the
other, and zero at both bridgeheads. -/
def orbital (x : ℝ) : Fin 10 → ℝ := ![1, x, x, 1, 0, -1, -x, -x, -1, 0]

/-- The orbital with its sign changed on every second atom of the perimeter. -/
def alternate (c : Fin 10 → ℝ) : Fin 10 → ℝ :=
  ![c 0, -c 1, c 2, -c 3, c 4, -c 5, c 6, -c 7, c 8, -c 9]

/-- The Hückel eigenvalue equation, written atom by atom: the coefficients on the neighbours
of an atom add up to `x` times its own coefficient. -/
theorem huckel_equations (c : Fin 10 → ℝ) (x : ℝ) :
    adjacency *ᵥ c = x • c ↔
      c 1 + c 9 = x * c 0 ∧ c 0 + c 2 = x * c 1 ∧ c 1 + c 3 = x * c 2 ∧
      c 2 + c 4 = x * c 3 ∧ c 3 + c 5 + c 9 = x * c 4 ∧ c 4 + c 6 = x * c 5 ∧
      c 5 + c 7 = x * c 6 ∧ c 6 + c 8 = x * c 7 ∧ c 7 + c 9 = x * c 8 ∧
      c 8 + c 0 + c 4 = x * c 9 := by
  have key : adjacency *ᵥ c = ![c 1 + c 9, c 0 + c 2, c 1 + c 3, c 2 + c 4,
      c 3 + c 5 + c 9, c 4 + c 6, c 5 + c 7, c 6 + c 8, c 7 + c 9, c 8 + c 0 + c 4] := by
    ext i
    fin_cases i <;> simp [adjacency, Matrix.mulVec, dotProduct, Fin.sum_univ_succ] <;> ring
  rw [key]
  constructor
  · intro h
    exact ⟨by simpa using congrFun h 0, by simpa using congrFun h 1,
      by simpa using congrFun h 2, by simpa using congrFun h 3,
      by simpa using congrFun h 4, by simpa using congrFun h 5,
      by simpa using congrFun h 6, by simpa using congrFun h 7,
      by simpa using congrFun h 8, by simpa using congrFun h 9⟩
  · rintro ⟨e0, e1, e2, e3, e4, e5, e6, e7, e8, e9⟩
    ext i
    fin_cases i <;> simp <;> linarith

/-- If `x² = x + 1`, then `orbital x` solves the Hückel equation at level `x`. -/
theorem orbital_eigen {x : ℝ} (hx : x ^ 2 - x - 1 = 0) :
    adjacency *ᵥ orbital x = x • orbital x := by
  rw [huckel_equations]
  refine ⟨?_, ?_, ?_, ?_, ?_, ?_, ?_, ?_, ?_, ?_⟩ <;> simp [orbital] <;> nlinarith [hx]

/-- If `x² = x + 1`, every solution of the Hückel equation at level `x` is a multiple of
`orbital x`. -/
theorem eigen_unique {x : ℝ} (hx : x ^ 2 - x - 1 = 0) {c : Fin 10 → ℝ}
    (h : adjacency *ᵥ c = x • c) : c = c 0 • orbital x := by
  obtain ⟨e0, e1, e2, e3, e4, e5, e6, e7, e8, e9⟩ := (huckel_equations c x).1 h
  -- eliminate along the two chains
  have kp : c 4 + c 9 = 0 := by
    linear_combination e3 + x * e2 + (x ^ 2 - 1) * e1 + (x ^ 3 - 2 * x) * e0
      + ((x ^ 2 + x - 1) * c 0 - (x + 1) * c 9) * hx
  have m3 : c 3 = c 0 - x * c 9 := by
    linear_combination e2 + x * e1 + (x ^ 2 - 1) * e0 + ((x + 1) * c 0 - c 9) * hx
  have m5 : c 5 = c 8 - x * c 9 := by
    linear_combination e6 + x * e7 + (x ^ 2 - 1) * e8 + ((x + 1) * c 8 - c 9) * hx
  -- the two bridgehead equations force nodes there
  have k9 : c 9 = 0 := by
    linear_combination (1 / 2) * (e4 - e9 - m3 - m5 + (1 + x) * kp)
  have k4 : c 4 = 0 := by linear_combination kp - k9
  have k8 : c 8 = -c 0 := by linear_combination e9 - k4 + x * k9
  have k1 : c 1 = c 0 * x := by linear_combination e0 - k9
  have k3 : c 3 = c 0 := by linear_combination m3 - x * k9
  have k2 : c 2 = c 0 * x := by linear_combination e3 - k4 + x * k3
  have k5 : c 5 = -c 0 := by linear_combination m5 - x * k9 + k8
  have k6 : c 6 = -(c 0 * x) := by linear_combination e5 - k4 + x * k5
  have k7 : c 7 = -(c 0 * x) := by linear_combination e8 - k9 + x * k8
  ext i
  fin_cases i <;> simp [orbital, k1, k2, k3, k4, k5, k6, k7, k8, k9]

/-- The squared norm of `orbital x`, and its squared coefficients on the alpha, beta and
bridgehead atoms. -/
theorem orbital_squares (x : ℝ) :
    orbital x ⬝ᵥ orbital x = 4 * (1 + x ^ 2) ∧
    (∀ i ∈ alphaSites, orbital x i ^ 2 = 1) ∧
    (∀ i ∈ betaSites, orbital x i ^ 2 = x ^ 2) ∧
    (∀ i ∈ bridgeheads, orbital x i = 0) := by
  refine ⟨?_, ?_, ?_, ?_⟩
  · simp [orbital, dotProduct, Fin.sum_univ_succ]
    ring
  · intro i hi
    simp only [alphaSites, Finset.mem_insert, Finset.mem_singleton] at hi
    rcases hi with rfl | rfl | rfl | rfl <;> simp [orbital]
  · intro i hi
    simp only [betaSites, Finset.mem_insert, Finset.mem_singleton] at hi
    rcases hi with rfl | rfl | rfl | rfl <;> simp [orbital]
  · intro i hi
    simp only [bridgeheads, Finset.mem_insert, Finset.mem_singleton] at hi
    rcases hi with rfl | rfl <;> simp [orbital]

/-- The level `-(√5 - 1)/2` of naphthalene is non-degenerate. Its normalised orbital has
squared coefficients `(5 + √5)/40` at the alpha sites, `(5 - √5)/40` at the beta sites and
zero at the bridgeheads. -/
theorem anion_orbital_density :
    Module.finrank ℝ
      (Module.End.eigenspace (Matrix.toLin' adjacency) (-((√5 - 1) / 2))) = 1 ∧
    ∀ c : Fin 10 → ℝ, adjacency *ᵥ c = (-((√5 - 1) / 2)) • c → c ⬝ᵥ c = 1 →
      (∀ i ∈ alphaSites, c i ^ 2 = (5 + √5) / 40) ∧
      (∀ i ∈ betaSites, c i ^ 2 = (5 - √5) / 40) ∧
      (∀ i ∈ bridgeheads, c i ^ 2 = 0) := by
  have hs : √5 ^ 2 = (5 : ℝ) := Real.sq_sqrt (by norm_num)
  have hx : (-((√5 - 1) / 2)) ^ 2 - (-((√5 - 1) / 2)) - 1 = (0 : ℝ) := by
    linear_combination hs / 4
  constructor
  · -- the eigenspace is the line through the explicit orbital
    have hspan : Module.End.eigenspace (Matrix.toLin' adjacency) (-((√5 - 1) / 2))
        = Submodule.span ℝ {orbital (-((√5 - 1) / 2))} := by
      ext c
      rw [Module.End.mem_eigenspace_iff, Matrix.toLin'_apply, Submodule.mem_span_singleton]
      constructor
      · intro h
        exact ⟨c 0, (eigen_unique hx h).symm⟩
      · rintro ⟨a, rfl⟩
        rw [Matrix.mulVec_smul, orbital_eigen hx]
        exact smul_comm _ _ _
    rw [hspan]
    apply finrank_span_singleton
    intro h0
    have h1 := congrFun h0 0
    simp [orbital] at h1
  · intro c h hn
    obtain ⟨a, rfl⟩ : ∃ a : ℝ, c = a • orbital (-((√5 - 1) / 2)) :=
      ⟨c 0, eigen_unique hx h⟩
    obtain ⟨hnorm, hα, hβ, hb⟩ := orbital_squares (-((√5 - 1) / 2))
    rw [smul_dotProduct, dotProduct_smul, hnorm, smul_eq_mul, smul_eq_mul] at hn
    -- normalisation fixes the overall weight
    have ha : a ^ 2 = (5 + √5) / 40 := by
      linear_combination ((10 + 2 * √5) / 80) * hn
        + (a ^ 2 / 20 - (10 + 2 * √5) / 80 * a ^ 2) * hs
    refine ⟨fun i hi => ?_, fun i hi => ?_, fun i hi => ?_⟩
    · rw [Pi.smul_apply, smul_eq_mul, mul_pow, hα i hi, ha, mul_one]
    · rw [Pi.smul_apply, smul_eq_mul, mul_pow, hβ i hi, ha]
      linear_combination ((√5 + 3) / 160) * hs
    · rw [Pi.smul_apply, smul_eq_mul, hb i hi]
      norm_num

/-- Pairing of levels: changing the sign on alternate atoms turns an orbital at level `x`
into one at level `-x`. -/
theorem pairing {c : Fin 10 → ℝ} {x : ℝ} (h : adjacency *ᵥ c = x • c) :
    adjacency *ᵥ alternate c = (-x) • alternate c := by
  obtain ⟨e0, e1, e2, e3, e4, e5, e6, e7, e8, e9⟩ := (huckel_equations c x).1 h
  rw [huckel_equations]
  refine ⟨?_, ?_, ?_, ?_, ?_, ?_, ?_, ?_, ?_, ?_⟩ <;> simp [alternate] <;> linarith

/-- Changing the sign on alternate atoms leaves every squared coefficient unchanged. -/
theorem alternate_sq (c : Fin 10 → ℝ) (i : Fin 10) : alternate c i ^ 2 = c i ^ 2 := by
  fin_cases i <;> simp [alternate]

/-- A normalised orbital at the level `+(√5 - 1)/2` has squared coefficients `(5 + √5)/40`
at the alpha sites, `(5 - √5)/40` at the beta sites and zero at the bridgeheads. -/
theorem cation_orbital_density (c : Fin 10 → ℝ)
    (h : adjacency *ᵥ c = ((√5 - 1) / 2) • c) (hn : c ⬝ᵥ c = 1) :
    (∀ i ∈ alphaSites, c i ^ 2 = (5 + √5) / 40) ∧
    (∀ i ∈ betaSites, c i ^ 2 = (5 - √5) / 40) ∧
    (∀ i ∈ bridgeheads, c i ^ 2 = 0) := by
  have hn' : alternate c ⬝ᵥ alternate c = 1 := by
    rw [← hn]
    simp only [dotProduct, ← sq, alternate_sq]
  have := anion_orbital_density.2 (alternate c) (pairing h) hn'
  simpa only [alternate_sq] using this

/-- No Hückel level of naphthalene lies strictly between `-(√5 - 1)/2` and `(√5 - 1)/2`. -/
theorem frontier_gap {c : Fin 10 → ℝ} {x : ℝ} (hc : c ≠ 0)
    (h : adjacency *ᵥ c = x • c) : (√5 - 1) / 2 ≤ |x| := by
  by_contra hlt
  obtain ⟨hl, hr⟩ := abs_lt.1 (not_le.1 hlt)
  have hs : √5 ^ 2 = (5 : ℝ) := Real.sq_sqrt (by norm_num)
  have hs3 : √5 < 3 := by nlinarith [Real.sqrt_nonneg 5]
  have hx2 : x ^ 2 < ((√5 - 1) / 2) ^ 2 := by
    nlinarith [mul_pos (sub_pos.2 hl) (sub_pos.2 hr)]
  have hg : ((√5 - 1) / 2) ^ 2 = 1 - (√5 - 1) / 2 := by linear_combination hs / 4
  have n1 : x ^ 2 + x - 1 ≠ 0 := by apply ne_of_lt; linarith
  have n2 : x ^ 2 - x - 1 ≠ 0 := by apply ne_of_lt; linarith
  have n3 : x - 1 ≠ 0 := by apply ne_of_lt; linarith
  have n4 : x + 1 ≠ 0 := by apply ne_of_gt; linarith
  have n5 : x ^ 2 - x - 3 ≠ 0 := by apply ne_of_lt; linarith
  have n6 : x ^ 2 + x - 3 ≠ 0 := by apply ne_of_lt; linarith
  obtain ⟨e0, e1, e2, e3, e4, e5, e6, e7, e8, e9⟩ := (huckel_equations c x).1 h
  -- solve each chain in terms of the bridgehead coefficients
  have a0 : (x ^ 2 - x - 1) * (x ^ 2 + x - 1) * c 0 = c 4 + (x ^ 3 - 2 * x) * c 9 := by
    linear_combination -e3 - x * e2 - (x ^ 2 - 1) * e1 - (x ^ 3 - 2 * x) * e0
  have a8 : (x ^ 2 - x - 1) * (x ^ 2 + x - 1) * c 8 = c 4 + (x ^ 3 - 2 * x) * c 9 := by
    linear_combination -e5 - x * e6 - (x ^ 2 - 1) * e7 - (x ^ 3 - 2 * x) * e8
  have a3 : (x ^ 2 - x - 1) * (x ^ 2 + x - 1) * c 3 = c 9 + (x ^ 3 - 2 * x) * c 4 := by
    linear_combination -e0 - x * e1 - (x ^ 2 - 1) * e2 - (x ^ 3 - 2 * x) * e3
  have a5 : (x ^ 2 - x - 1) * (x ^ 2 + x - 1) * c 5 = c 9 + (x ^ 3 - 2 * x) * c 4 := by
    linear_combination -e8 - x * e7 - (x ^ 2 - 1) * e6 - (x ^ 3 - 2 * x) * e5
  -- sum and difference of the bridgehead coefficients vanish
  have hsum : (x ^ 2 + x - 1) * (x - 1) * (x ^ 2 - x - 3) * (c 4 + c 9) = 0 := by
    linear_combination (-((x ^ 2 - x - 1) * (x ^ 2 + x - 1))) * (e9 + e4) + a0 + a8 + a3 + a5
  have hdif : (x ^ 2 - x - 1) * (x + 1) * (x ^ 2 + x - 3) * (c 9 - c 4) = 0 := by
    linear_combination (-((x ^ 2 - x - 1) * (x ^ 2 + x - 1))) * (e9 - e4) + a0 + a8 - a3 - a5
  have s0 := (mul_eq_zero.1 hsum).resolve_left (mul_ne_zero (mul_ne_zero n1 n3) n5)
  have d0 := (mul_eq_zero.1 hdif).resolve_left (mul_ne_zero (mul_ne_zero n2 n4) n6)
  have k4 : c 4 = 0 := by linarith
  have k9 : c 9 = 0 := by linarith
  rw [k4, k9, mul_zero, add_zero] at a0 a8 a3 a5
  have k0 := (mul_eq_zero.1 a0).resolve_left (mul_ne_zero n2 n1)
  have k8 := (mul_eq_zero.1 a8).resolve_left (mul_ne_zero n2 n1)
  have k3 := (mul_eq_zero.1 a3).resolve_left (mul_ne_zero n2 n1)
  have k5 := (mul_eq_zero.1 a5).resolve_left (mul_ne_zero n2 n1)
  have k1 : c 1 = 0 := by linear_combination e0 - k9 + x * k0
  have k2 : c 2 = 0 := by linear_combination e3 - k4 + x * k3
  have k6 : c 6 = 0 := by linear_combination e5 - k4 + x * k5
  have k7 : c 7 = 0 := by linear_combination e8 - k9 + x * k8
  apply hc
  ext i
  fin_cases i <;> simp [k0, k1, k2, k3, k4, k5, k6, k7, k8, k9]

end

end NaphthaleneRadical
```

```lean
#print axioms NaphthaleneRadical.anion_orbital_density
-- 'NaphthaleneRadical.anion_orbital_density' depends on axioms: [propext, Classical.choice, Quot.sound]
#print axioms NaphthaleneRadical.cation_orbital_density
-- 'NaphthaleneRadical.cation_orbital_density' depends on axioms: [propext, Classical.choice, Quot.sound]
#print axioms NaphthaleneRadical.frontier_gap
-- 'NaphthaleneRadical.frontier_gap' depends on axioms: [propext, Classical.choice, Quot.sound]
```

## How the theorems encode the orbital

`adjacency` is the real $10\times10$ bond matrix, and an orbital is a real vector `c : Fin 10 → ℝ`. The equation `adjacency *ᵥ c = x • c` is the Hückel equation, and `c ⬝ᵥ c = 1` is normalisation with overlap between atoms neglected.

`anion_orbital_density` states that the eigenspace has dimension one and that every normalised orbital in it has the tabulated squares. `cation_orbital_density` gives the same squares at the opposite level. `frontier_gap` says that any nonzero orbital has $|x|\ge(\sqrt5-1)/2$.

`huckel_equations` turns the matrix equation into ten site equations. `orbital_eigen` checks the explicit vector, and `eigen_unique` carries out the elimination: `kp` is $c_4=-c_9$, `m3` and `m5` are the chain-end formulas, and `k9` is the bridgehead node. Each `linear_combination` there combines site equations, relations already derived and, where needed, $x^2=x+1$ to produce the next relation.

The main theorem identifies the eigenspace with the span of `orbital`, then uses `orbital_squares` and normalisation to obtain `ha`, the value of $c_0^2$. `pairing` and `alternate_sq` transfer the squares to the opposite level. In `frontier_gap`, `a0`, `a8`, `a3` and `a5` solve the chains, while `hsum` and `hdif` are the two factorised equations.

## From squared coefficients to spin density

The theorems concern one matrix, with equal couplings on all bonds and equal on-site energies. Electron filling and the interchanged values at the other root are argued in the text and are not theorems of the file. Reading $c_i^2$ as spin density assumes that one unpaired electron occupies this orbital and that the paired electrons contribute no net spin. Spin polarisation, electron repulsion and geometric relaxation all change the densities of the real radical, so agreement with these numbers tests a code's Hückel part and not its accuracy for experiment.
